# At zero total momentum, with electrons measured from the midpoint of the nuclei, a diatomic's nuclear kinetic energy has a gerade–ungerade cross term proportional to 1/M1 − 1/M2

Take two nuclei and one electron on a line, with total momentum zero and nuclear masses M1 = 1 and M2 = 2. If the nuclear momenta are p1 = 0 and p2 = −2, the electron has G = 2 and the nuclear kinetic energy is 1. If they are p1 = 2 and p2 = 0, the electron has G = −2 and the energy is 2. The half-difference P = (p1 − p2)/2, called the relative momentum here, is 1 both times, so reversing the electron momentum at fixed P has changed the nuclear energy.

I understand this as a cross term between P and G that exists only for unequal masses and connects gerade with ungerade electronic states. Can that be stated rigorously, with a machine-checked proof?

## At fixed P, each nucleus takes up half of the electron recoil

Yes. Let G be the total electron momentum, so that p1 + p2 = −G, while p1 − p2 = 2P. Adding and subtracting gives

p1 = P − G/2
p2 = −P − G/2

The squares differ only in the sign of the cross term:

‖p1‖² = ‖P‖² − ⟨P,G⟩ + ‖G‖²/4
‖p2‖² = ‖P‖² + ⟨P,G⟩ + ‖G‖²/4

Divide by 2M1 and 2M2, add, and write 1/μ = 1/M1 + 1/M2:

T = ‖P‖²/(2μ) + ‖G‖²/(8μ) − (1/M1 − 1/M2)⟨P,G⟩/2

In the example μ = 2/3, P = 1 and G = ±2, so T = 3/4 + 3/4 ∓ 1/2, which is 1 or 2. The cross term belongs to this choice of P, which is conjugate to the internuclear vector when electron positions are measured from the midpoint of the nuclei. With the mass-weighted relative momentum (M2p1 − M1p2)/(M1 + M2) in place of P, the nuclear kinetic energy has no cross term.

For electrons with momenta qᵢ, G = Σᵢ qᵢ and

‖G‖² = Σᵢ ‖qᵢ‖² + Σᵢ Σ_{j≠i} ⟨qᵢ,qⱼ⟩

Divided by 8μ, the double sum is the mass-polarization term in these midpoint coordinates.

Reversing G at fixed P changes T by (1/M1 − 1/M2)⟨P,G⟩. This vanishes for all momenta exactly when M1 = M2: choose P = G ≠ 0.

The cross term is also bounded. By Cauchy–Schwarz and (‖P‖ − ‖G‖/2)² ≥ 0,

|⟨P,G⟩|/2 ≤ ‖P‖²/2 + ‖G‖²/8

Multiplying by |M1 − M2|/(M1M2) = |M1 − M2|/((M1 + M2)μ) shows that the absolute value of the cross term is at most |M1 − M2|/(M1 + M2) times the other two terms together. Equality holds at G = 2P, as in the example: 1/2 = (1/3)(3/2).

For the parity rule, let the momentum components be operators and set

W = −(1/M1 − 1/M2)/2 · Σₖ PₖGₖ

Electronic inversion I, with electron positions measured from the midpoint of the nuclei, satisfies IPₖ = PₖI and IGₖ = −GₖI. Hence IW = −WI. If Iψ = ψ, then I(Wψ) = −Wψ; if Iψ = −ψ, then I(Wψ) = Wψ.

In this non-relativistic model, W is a term that breaks the g/u classification of electronic states in a molecule such as HD.

## Momenta as vectors, inversion as an operator

In the file, `E` is any real inner-product space, `inner ℝ` is the dot product, and `h` is the momentum balance. `nuclearKinetic_eq` is the formula for T, for positive masses. `bodyKinetic` is the same energy with P and G as independent variables, the form used in the reversal statement; that statement also assumes that `E` contains a non-zero vector.

`couplingOperator` is W on a complex vector space `V`. It is defined by analogy with the cross term, not derived by quantization. The inversion relations `hP` and `hG` are assumptions, and all operators are defined on the whole of `V`, so domains of unbounded momenta are not treated. Neither are the electrons' own kinetic energy, the Coulomb interaction or the size of the resulting state mixing.

In Lean 4 with Mathlib:

```lean
import Mathlib

open Finset

namespace DiatomicRecoil

noncomputable section

variable {E : Type*} [NormedAddCommGroup E] [InnerProductSpace ℝ E]

/-- The reduced mass of the two nuclei. -/
def reducedMass (M1 M2 : ℝ) : ℝ := M1 * M2 / (M1 + M2)

/-- The kinetic energy of two nuclei with momenta `p1` and `p2`. -/
def nuclearKinetic (M1 M2 : ℝ) (p1 p2 : E) : ℝ :=
  ‖p1‖ ^ 2 / (2 * M1) + ‖p2‖ ^ 2 / (2 * M2)

/-- Half the difference of the two nuclear momenta. -/
def relMomentum (p1 p2 : E) : E := (1 / 2 : ℝ) • (p1 - p2)

/-- The nuclear kinetic energy when the nuclei carry the momenta `P - G/2` and `-P - G/2`. -/
def bodyKinetic (M1 M2 : ℝ) (P G : E) : ℝ :=
  nuclearKinetic M1 M2 (P - (1 / 2 : ℝ) • G) (-P - (1 / 2 : ℝ) • G)

/-- If the total momentum vanishes, each nucleus carries plus or minus the relative momentum
and takes up half of the electronic recoil. -/
theorem nuclear_momenta {p1 p2 G : E} (h : p1 + p2 + G = 0) :
    p1 = relMomentum p1 p2 - (1 / 2 : ℝ) • G ∧
      p2 = -relMomentum p1 p2 - (1 / 2 : ℝ) • G := by
  have hG : G = -(p1 + p2) := (neg_eq_of_add_eq_zero_right h).symm
  rw [hG]
  unfold relMomentum
  constructor <;> module

/-- The nuclear kinetic energy as a function of the relative momentum `P` and the total
electron momentum `G`. -/
theorem bodyKinetic_eq {M1 M2 : ℝ} (hM1 : 0 < M1) (hM2 : 0 < M2) (P G : E) :
    bodyKinetic M1 M2 P G =
      ‖P‖ ^ 2 / (2 * reducedMass M1 M2) + ‖G‖ ^ 2 / (8 * reducedMass M1 M2)
        - (1 / M1 - 1 / M2) * inner ℝ P G / 2 := by
  -- the two squares differ only in the sign of the cross term
  have n1 : ‖P - (1 / 2 : ℝ) • G‖ ^ 2 = ‖P‖ ^ 2 - inner ℝ P G + ‖G‖ ^ 2 / 4 := by
    rw [norm_sub_sq_real, real_inner_smul_right, norm_smul, Real.norm_eq_abs, mul_pow, sq_abs]
    ring
  have n2 : ‖-P - (1 / 2 : ℝ) • G‖ ^ 2 = ‖P‖ ^ 2 + inner ℝ P G + ‖G‖ ^ 2 / 4 := by
    rw [norm_sub_sq_real, real_inner_smul_right, inner_neg_left, norm_neg, norm_smul,
      Real.norm_eq_abs, mul_pow, sq_abs]
    ring
  have hs : M1 + M2 ≠ 0 := by positivity
  unfold bodyKinetic nuclearKinetic reducedMass
  rw [n1, n2]
  field_simp
  ring

/-- In the frame of vanishing total momentum, the nuclear kinetic energy is a term in `relMomentum
p1 p2`, plus a recoil term in the electron momentum, plus a cross term proportional to the
difference of the inverse nuclear masses. -/
theorem nuclearKinetic_eq {M1 M2 : ℝ} (hM1 : 0 < M1) (hM2 : 0 < M2) {p1 p2 G : E}
    (h : p1 + p2 + G = 0) :
    nuclearKinetic M1 M2 p1 p2 =
      ‖relMomentum p1 p2‖ ^ 2 / (2 * reducedMass M1 M2) + ‖G‖ ^ 2 / (8 * reducedMass M1 M2)
        - (1 / M1 - 1 / M2) * inner ℝ (relMomentum p1 p2) G / 2 := by
  obtain ⟨h1, h2⟩ := nuclear_momenta h
  have e := bodyKinetic_eq hM1 hM2 (relMomentum p1 p2) G
  unfold bodyKinetic at e
  rwa [← h1, ← h2] at e

/-- For several electrons with momenta `q i`, the recoil term splits into one-electron terms
and mass-polarization terms that couple the momenta of different electrons. -/
theorem nuclearKinetic_massPolarization {ι : Type*} [Fintype ι] [DecidableEq ι] {M1 M2 : ℝ}
    (hM1 : 0 < M1) (hM2 : 0 < M2) {p1 p2 : E} {q : ι → E} (h : p1 + p2 + ∑ i, q i = 0) :
    nuclearKinetic M1 M2 p1 p2 =
      ‖relMomentum p1 p2‖ ^ 2 / (2 * reducedMass M1 M2)
        + (∑ i, ‖q i‖ ^ 2 + ∑ i, ∑ j ∈ univ.erase i, inner ℝ (q i) (q j))
          / (8 * reducedMass M1 M2)
        - (1 / M1 - 1 / M2) * inner ℝ (relMomentum p1 p2) (∑ i, q i) / 2 := by
  have hq : ‖∑ i, q i‖ ^ 2 =
      ∑ i, ‖q i‖ ^ 2 + ∑ i, ∑ j ∈ univ.erase i, inner ℝ (q i) (q j) := by
    rw [← real_inner_self_eq_norm_sq, sum_inner, ← Finset.sum_add_distrib]
    refine Finset.sum_congr rfl fun i _ => ?_
    rw [inner_sum, ← Finset.add_sum_erase _ _ (Finset.mem_univ i), real_inner_self_eq_norm_sq]
  rw [nuclearKinetic_eq hM1 hM2 h, hq]

/-- The nuclear kinetic energy is unchanged by reversal of the electron momentum at fixed
relative momentum, for all momenta, exactly when the nuclear masses are equal. -/
theorem electron_reversal_iff [Nontrivial E] {M1 M2 : ℝ} (hM1 : 0 < M1) (hM2 : 0 < M2) :
    (∀ P G : E, bodyKinetic M1 M2 P (-G) = bodyKinetic M1 M2 P G) ↔ M1 = M2 := by
  constructor
  · intro h
    obtain ⟨v, hv⟩ := exists_ne (0 : E)
    -- parallel momenta isolate the cross term
    have hvv := h v v
    rw [bodyKinetic_eq hM1 hM2 v (-v), bodyKinetic_eq hM1 hM2 v v, norm_neg, inner_neg_right,
      real_inner_self_eq_norm_sq] at hvv
    have e : (1 / M1 - 1 / M2) * ‖v‖ ^ 2 = 0 := by linear_combination hvv
    have e2 := (mul_eq_zero.mp e).resolve_right (pow_ne_zero 2 (norm_ne_zero_iff.mpr hv))
    have e3 : M1⁻¹ = M2⁻¹ := by simpa only [one_div] using sub_eq_zero.mp e2
    exact inv_inj.mp e3
  · rintro rfl P G
    rw [bodyKinetic_eq hM1 hM2 P (-G), bodyKinetic_eq hM1 hM2 P G, norm_neg, inner_neg_right]
    ring

/-- In absolute value, the cross term is at most `|M1 - M2| / (M1 + M2)` times the other two terms
together, and this bound is attained when `G = 2P`. -/
theorem coupling_bound {M1 M2 : ℝ} (hM1 : 0 < M1) (hM2 : 0 < M2) :
    (∀ P G : E, |(1 / M1 - 1 / M2) * inner ℝ P G / 2| ≤ |M1 - M2| / (M1 + M2) *
      (‖P‖ ^ 2 / (2 * reducedMass M1 M2) + ‖G‖ ^ 2 / (8 * reducedMass M1 M2))) ∧
    (∀ P : E, |(1 / M1 - 1 / M2) * inner ℝ P ((2 : ℝ) • P) / 2| = |M1 - M2| / (M1 + M2) *
      (‖P‖ ^ 2 / (2 * reducedMass M1 M2) + ‖(2 : ℝ) • P‖ ^ 2 / (8 * reducedMass M1 M2))) := by
  have hs : M1 + M2 ≠ 0 := by positivity
  -- both sides carry the common factor |M1 - M2| / (M1 M2)
  have hl : ∀ x : ℝ, |(1 / M1 - 1 / M2) * x / 2| = |M1 - M2| / (M1 * M2) * (|x| / 2) := by
    intro x
    have e : (1 / M1 - 1 / M2) * x / 2 = -((M1 - M2) / (M1 * M2) * (x / 2)) := by
      field_simp
      ring
    rw [e, abs_neg, abs_mul, abs_div, abs_div, abs_of_pos (mul_pos hM1 hM2), abs_two]
  have hr : ∀ a b : ℝ, |M1 - M2| / (M1 + M2) *
      (a ^ 2 / (2 * reducedMass M1 M2) + b ^ 2 / (8 * reducedMass M1 M2)) =
      |M1 - M2| / (M1 * M2) * (a ^ 2 / 2 + b ^ 2 / 8) := by
    intro a b
    unfold reducedMass
    field_simp
  constructor
  · intro P G
    rw [hl, hr]
    refine mul_le_mul_of_nonneg_left ?_ (by positivity)
    nlinarith [abs_real_inner_le_norm P G, sq_nonneg (‖P‖ - ‖G‖ / 2)]
  · intro P
    have i : inner ℝ P ((2 : ℝ) • P) = 2 * ‖P‖ ^ 2 := by
      rw [real_inner_smul_right, real_inner_self_eq_norm_sq]
    have n : ‖(2 : ℝ) • P‖ = 2 * ‖P‖ := by rw [norm_smul, Real.norm_two]
    have hp : (0 : ℝ) ≤ 2 * ‖P‖ ^ 2 := by positivity
    rw [hl, hr, i, n, abs_of_nonneg hp]
    ring

/-- The cross term as an operator on molecular states, built from the three components of the
relative nuclear momentum and of the total electron momentum. -/
def couplingOperator {V : Type*} [AddCommGroup V] [Module ℂ V] (M1 M2 : ℝ)
    (P G : Fin 3 → Module.End ℂ V) : Module.End ℂ V :=
  ((-(1 / M1 - 1 / M2) / 2 : ℝ) : ℂ) • ∑ k, P k * G k

/-- If electronic inversion preserves the relative nuclear momentum and reverses the electron
momentum, the cross term sends every even vector to an odd one and every odd vector to an even one;
the image may be zero. -/
theorem coupling_gerade_ungerade {V : Type*} [AddCommGroup V] [Module ℂ V] (M1 M2 : ℝ)
    {inv : Module.End ℂ V} {P G : Fin 3 → Module.End ℂ V}
    (hP : ∀ k v, inv (P k v) = P k (inv v)) (hG : ∀ k v, inv (G k v) = -G k (inv v)) (ψ : V) :
    (inv ψ = ψ → inv (couplingOperator M1 M2 P G ψ) = -couplingOperator M1 M2 P G ψ) ∧
    (inv ψ = -ψ → inv (couplingOperator M1 M2 P G ψ) = couplingOperator M1 M2 P G ψ) := by
  -- the coupling anticommutes with inversion
  have key : inv (couplingOperator M1 M2 P G ψ) = -couplingOperator M1 M2 P G (inv ψ) := by
    simp only [couplingOperator, LinearMap.smul_apply, LinearMap.sum_apply,
      Module.End.mul_apply, map_smul, map_sum, hP, hG, map_neg, Finset.sum_neg_distrib, smul_neg]
  constructor
  · intro h
    rw [key, h]
  · intro h
    rw [key, h, map_neg, neg_neg]

/-- Inversion on a two-level model: the first component is even, the second odd. -/
def modelInversion : Module.End ℂ (ℂ × ℂ) :=
  LinearMap.prod (LinearMap.fst ℂ ℂ ℂ) (-LinearMap.snd ℂ ℂ ℂ)

/-- An operator on the two-level model that exchanges the even and the odd component. -/
def modelMomentum : Module.End ℂ (ℂ × ℂ) :=
  LinearMap.prod (LinearMap.snd ℂ ℂ ℂ) (LinearMap.fst ℂ ℂ ℂ)

/-- The two-level model, with the identity for each component of the relative momentum, meets
the inversion relations, and for masses 1 and 2 the coupling sends `(1, 0)` to `(0, -3/4)`. -/
theorem coupling_gerade_ungerade_witness :
    (∀ v, modelInversion ((1 : Module.End ℂ (ℂ × ℂ)) v) =
      (1 : Module.End ℂ (ℂ × ℂ)) (modelInversion v)) ∧
    (∀ v, modelInversion (modelMomentum v) = -modelMomentum (modelInversion v)) ∧
    modelInversion (1, 0) = (1, 0) ∧
    couplingOperator 1 2 (fun _ => 1) (fun _ => modelMomentum) (1, 0) = (0, -3 / 4) := by
  refine ⟨fun v => rfl, fun v => ?_, ?_, ?_⟩
  · refine Prod.ext ?_ ?_ <;> simp [modelInversion, modelMomentum]
  · refine Prod.ext ?_ ?_ <;> simp [modelInversion]
  · simp only [couplingOperator, Fin.sum_univ_three, LinearMap.smul_apply, LinearMap.add_apply,
      Module.End.mul_apply, Module.End.one_apply]
    refine Prod.ext ?_ ?_ <;> simp [modelMomentum]
    norm_num

end

end DiatomicRecoil
```

```lean
#print axioms DiatomicRecoil.nuclearKinetic_eq
#print axioms DiatomicRecoil.nuclearKinetic_massPolarization
#print axioms DiatomicRecoil.coupling_bound
#print axioms DiatomicRecoil.coupling_gerade_ungerade
```

```
'DiatomicRecoil.nuclearKinetic_eq' depends on axioms: [propext, Classical.choice, Quot.sound]
'DiatomicRecoil.nuclearKinetic_massPolarization' depends on axioms: [propext, Classical.choice, Quot.sound]
'DiatomicRecoil.coupling_bound' depends on axioms: [propext, Classical.choice, Quot.sound]
'DiatomicRecoil.coupling_gerade_ungerade' depends on axioms: [propext, Classical.choice, Quot.sound]
```

## From two squares to the parity rule

`nuclear_momenta` solves the balance for p1 and p2, with `module` doing the vector algebra. In `bodyKinetic_eq`, `n1` and `n2` are the two expanded squares, and `field_simp` and `ring` collect the masses. `nuclearKinetic_eq` puts the original momenta back, and `nuclearKinetic_massPolarization` separates the diagonal of the double sum.

`electron_reversal_iff` inserts P = G = `v`. In `coupling_bound`, `hl` and `hr` extract the common mass factor, and `nlinarith` combines Cauchy–Schwarz with the square.

In `coupling_gerade_ungerade`, `key` is IW = −WI applied to ψ. The parity rule alone would allow Wψ = 0, so the last theorem gives a two-level algebraic example with a non-zero coupling: each Pₖ is the identity and each Gₖ swaps the even and odd components. For masses 1 and 2, each of the three components contributes −1/4, and (1, 0) goes to (0, −3/4).
